# For non-interacting electrons with density of states 1/(2D) on [−D, D], the local Green's function is G(iw) = −(i/D) arctan(D/w) at real w ≠ 0, with limit −iπ/(2D) as w → 0+

## Setting the frequency to zero too early

Take a band of non-interacting electrons with the constant density of states 1/(2D) between −D and D, and ask for its local Green's function at the imaginary energy iw as w becomes small. If w is set to zero before integrating, the integrand becomes −1/(2Dx). This function is odd, so cancelling the two halves of the band suggests the answer zero. The limit from positive w is in fact −iπ/(2D). The cancellation has discarded the imaginary part, which carries the density of states at the band centre.

## The flat band and its Green's function

Let D > 0 be the half-width of the band, and measure energies from its centre. The density of states is

ρ(x) = 1/(2D) for −D ≤ x ≤ D,

and zero elsewhere. "Flat" refers here to this constant density, not to a band without dispersion. The density integrates to one, so the band holds one state per site and spin. For non-interacting electrons the local Green's function at complex energy z is the Hilbert transform

G(z) = ∫ ρ(x)/(z − x) dx, taken over [−D, D].

On the imaginary axis z = iw, with w real. Matsubara frequencies are particular values of w, with the chemical potential at the band centre. Near the real axis z = ω + iη, where ω is a real energy and η a broadening.

For this non-interacting band of constant density, the closed form gives a reference value for a numerical Hilbert transform. Multiplied by V², it is also the hybridisation function of an impurity level coupled with real amplitude V to the local orbital of one site of the band.

## What is stated, and under which conditions

In Lean, `flatBandG D z` is the integral above, taken over the closed interval `Set.Icc (-D) D` with complex values. The theorem `flat_density_normalized` confirms that the density integrates to one.

The central theorem, `flatBandG_matsubara`, assumes D > 0 and w ≠ 0. It concludes that the integrand is integrable over the band and that

G(iw) = −(i/D) arctan(D/w).

The integrability half is where w ≠ 0 matters: at w = 0 Lean's conventions for non-integrable functions and for division by zero would make both sides of the equation zero, a true equality with no physical content.

The theorem `flatBandG_matsubara_limits` gives the limits from both sides:

G(iw) → −iπ/(2D) as w → 0+,

G(iw) → +iπ/(2D) as w → 0−.

The notation `𝓝[>] 0` means approach to zero through positive values, and `𝓝[<] 0` through negative ones, so the value at zero itself plays no part.

Two further theorems leave the imaginary axis. `flatBandG_closed_form` evaluates G(ω + iη) for every real ω and every η ≠ 0. `flatBandG_retarded` takes η → 0+ under the hypothesis |ω| < D, which places the energy strictly inside the band and already forces D > 0. The band edges, where the real part diverges logarithmically, are excluded from that limit, as are energies beyond them. Interactions and other densities of states are not treated.

## Integrating the resolvent

Write u = x − ω. Multiplying numerator and denominator by −u − iη gives

1/(ω + iη − x) = 1/(iη − u) = (−u − iη)/(u² + η²).

The real part is the derivative of −½ log(u² + η²). For the imaginary part,

d/du arctan(u/η) = (1/η)/(1 + u²/η²) = η/(u² + η²),

for either sign of η. A primitive of the resolvent is therefore

P(x) = −½ log((x − ω)² + η²) − i arctan((x − ω)/η).

The logarithm has a positive real argument and the arctangent is smooth, so no branch of a complex logarithm has to be chosen. At the upper edge u = D − ω, and at the lower edge u = −(D + ω). Since arctan is odd, (P(D) − P(−D))/(2D) gives

G(ω + iη) = (1/(4D)) log[((ω + D)² + η²)/((ω − D)² + η²)] − (i/(2D)) [arctan((D − ω)/η) + arctan((D + ω)/η)].

Now set ω = 0 and η = w. The argument of the logarithm is one, so the real part vanishes. The two arctangents are equal, and

G(iw) = −(i/(2D)) · 2 arctan(D/w) = −(i/D) arctan(D/w).

## Approaching the real axis

As w → 0+, D/w grows without bound and arctan(D/w) → π/2, which gives −iπ/(2D). As w → 0−, D/w → −∞ and the arctangent tends to −π/2, which reverses the sign. The Green's function thus jumps across the real axis at the band centre.

For |ω| < D both D − ω and D + ω are positive, so for η → 0+ the two arctangents add up to π. The argument of the logarithm tends to ((D + ω)/(D − ω))², and the square supplies a factor of two:

G(ω + iη) → (1/(2D)) [log((D + ω)/(D − ω)) − iπ].

The imaginary part is −π/(2D) throughout the interior of the band, and dividing it by −π returns the density of states 1/(2D).

## The narrow-band limit

Keep w ≠ 0 fixed and let D → 0. Then arctan(D/w)/D → 1/w, and

G(iw) → −i/w = 1/(iw),

the Green's function of a single level at zero energy. This follows from the closed form by hand and is not among the theorems of the file.

## The Lean file

```lean
import Mathlib

open Filter Topology
open Complex (I)

namespace FlatBandHilbertTransform

noncomputable section

/-- Local Green's function of a flat band: the Hilbert transform of the constant density of
states `1/(2D)` on `[-D, D]`, at complex energy `z`. -/
def flatBandG (D : ℝ) (z : ℂ) : ℂ :=
  ∫ x in Set.Icc (-D) D, ((1 / (2 * D) : ℝ) : ℂ) / (z - (x : ℂ))

/-- For `η ≠ 0`, a primitive in the band energy `x` of the resolvent `1/(ω + iη - x)`. -/
def primitive (ω η x : ℝ) : ℂ :=
  ((-(1 / 2) * Real.log ((x - ω) ^ 2 + η ^ 2) : ℝ) : ℂ)
    - ((Real.arctan ((x - ω) / η) : ℝ) : ℂ) * I

/-- The flat density of states holds exactly one state. -/
theorem flat_density_normalized {D : ℝ} (hD : 0 < D) :
    ∫ _x in Set.Icc (-D) D, (1 / (2 * D) : ℝ) = 1 := by
  rw [MeasureTheory.integral_Icc_eq_integral_Ioc,
    ← intervalIntegral.integral_of_le (by linarith), intervalIntegral.integral_const,
    smul_eq_mul, show D - -D = 2 * D by ring]
  exact mul_one_div_cancel (by positivity)

/-- Off the real axis the energy denominator never vanishes. -/
theorem denominator_ne_zero (ω : ℝ) {η : ℝ} (hη : η ≠ 0) (x : ℝ) :
    (ω : ℂ) + η * I - x ≠ 0 := by
  intro h
  exact hη (by simpa using congrArg Complex.im h)

/-- Off the real axis the resolvent is a continuous function of the band energy. -/
theorem continuous_resolvent (c : ℂ) (ω : ℝ) {η : ℝ} (hη : η ≠ 0) :
    Continuous (fun x : ℝ => c / ((ω : ℂ) + η * I - (x : ℂ))) :=
  Continuous.div continuous_const (continuous_const.sub Complex.continuous_ofReal)
    (fun x => denominator_ne_zero ω hη x)

/-- For `η ≠ 0`, the derivative of `primitive` with respect to the band energy is the resolvent. -/
theorem hasDerivAt_primitive (ω : ℝ) {η : ℝ} (hη : η ≠ 0) (x : ℝ) :
    HasDerivAt (primitive ω η) (1 / ((ω : ℂ) + η * I - (x : ℂ))) x := by
  have hpos : 0 < (x - ω) ^ 2 + η ^ 2 := by positivity
  have hne := hpos.ne'
  have h0 : HasDerivAt (fun y : ℝ => y - ω) 1 x := (hasDerivAt_id' x).sub_const ω
  -- the logarithm gives the real part
  have h1 : HasDerivAt (fun y : ℝ => -(1 / 2) * Real.log ((y - ω) ^ 2 + η ^ 2))
      (-(x - ω) / ((x - ω) ^ 2 + η ^ 2)) x := by
    have h := (((h0.fun_pow 2).add_const (η ^ 2)).log hne).const_mul (-(1 / 2) : ℝ)
    refine h.congr_deriv ?_
    push_cast
    ring
  -- the arctangent gives the Lorentzian imaginary part
  have h2 : HasDerivAt (fun y : ℝ => Real.arctan ((y - ω) / η))
      (η / ((x - ω) ^ 2 + η ^ 2)) x := by
    refine (h0.div_const η).arctan.congr_deriv ?_
    have e : 1 + ((x - ω) / η) ^ 2 = ((x - ω) ^ 2 + η ^ 2) / η ^ 2 := by
      rw [div_pow, add_div, div_self (pow_ne_zero 2 hη), add_comm]
    rw [e]
    field_simp
  have hc : ((x : ℂ) - ω) ^ 2 + (η : ℂ) ^ 2 ≠ 0 := by exact_mod_cast hne
  have key : (-((x : ℂ) - ω) - η * I) * ((ω : ℂ) + η * I - x)
      = ((x : ℂ) - ω) ^ 2 + (η : ℂ) ^ 2 := by
    linear_combination (-(η : ℂ) ^ 2) * Complex.I_sq
  refine (h1.ofReal_comp.fun_sub (h2.ofReal_comp.mul_const I)).congr_deriv ?_
  rw [eq_div_iff (denominator_ne_zero ω hη x)]
  calc _ = ((-((x : ℂ) - ω) - η * I) * ((ω : ℂ) + η * I - x))
        / (((x : ℂ) - ω) ^ 2 + (η : ℂ) ^ 2) := by
        push_cast
        ring
    _ = 1 := by rw [key, div_self hc]

/-- Closed form of the flat-band Green's function at any complex energy `ω + iη` off the
real axis. -/
theorem flatBandG_closed_form {D : ℝ} (hD : 0 < D) (ω : ℝ) {η : ℝ} (hη : η ≠ 0) :
    flatBandG D ((ω : ℂ) + η * I) =
      ((1 / (4 * D) * Real.log (((ω + D) ^ 2 + η ^ 2) / ((ω - D) ^ 2 + η ^ 2)) : ℝ) : ℂ)
      - ((1 / (2 * D) * (Real.arctan ((D - ω) / η) + Real.arctan ((D + ω) / η)) : ℝ) : ℂ)
        * I := by
  have ftc := intervalIntegral.integral_eq_sub_of_hasDerivAt
    (fun x _ => hasDerivAt_primitive ω hη x)
    ((continuous_resolvent 1 ω hη).intervalIntegrable (-D) D)
  have e : (∫ x in (-D)..D, ((1 / (2 * D) : ℝ) : ℂ) / ((ω : ℂ) + η * I - (x : ℂ)))
      = ((1 / (2 * D) : ℝ) : ℂ) * ∫ x in (-D)..D, 1 / ((ω : ℂ) + η * I - (x : ℂ)) := by
    rw [← intervalIntegral.integral_const_mul]
    simp only [mul_one_div]
  have p1 : (ω + D) ^ 2 + η ^ 2 ≠ 0 := by positivity
  have p2 : (ω - D) ^ 2 + η ^ 2 ≠ 0 := by positivity
  unfold flatBandG
  rw [MeasureTheory.integral_Icc_eq_integral_Ioc,
    ← intervalIntegral.integral_of_le (by linarith), e, ftc]
  unfold primitive
  -- bring the contributions of the two band edges to a common form
  rw [Real.log_div p1 p2, show (-D - ω) / η = -((D + ω) / η) by ring, Real.arctan_neg,
    show (-D - ω) ^ 2 = (ω + D) ^ 2 by ring, show (D - ω) ^ 2 = (ω - D) ^ 2 by ring]
  simp only [Complex.ofReal_mul, Complex.ofReal_sub, Complex.ofReal_add, Complex.ofReal_neg,
    Complex.ofReal_div, Complex.ofReal_one, Complex.ofReal_ofNat]
  ring

/-- At a nonzero imaginary frequency `iw` the flat-band integrand is integrable and the
Green's function equals `-(i/D) arctan(D/w)`. -/
theorem flatBandG_matsubara {D : ℝ} (hD : 0 < D) {w : ℝ} (hw : w ≠ 0) :
    MeasureTheory.IntegrableOn
      (fun x : ℝ => ((1 / (2 * D) : ℝ) : ℂ) / ((w : ℂ) * I - (x : ℂ))) (Set.Icc (-D) D) ∧
    flatBandG D ((w : ℂ) * I) = -(I / D) * (Real.arctan (D / w) : ℝ) := by
  constructor
  · have h := continuous_resolvent ((1 / (2 * D) : ℝ) : ℂ) 0 hw
    simp only [Complex.ofReal_zero, zero_add] at h
    exact h.integrableOn_Icc
  · have h := flatBandG_closed_form hD 0 hw
    -- particle-hole symmetry removes the logarithm
    have e1 : ((0 + D) ^ 2 + w ^ 2) / ((0 - D) ^ 2 + w ^ 2) = 1 := by
      rw [show (0 - D) ^ 2 = (0 + D) ^ 2 by ring]
      exact div_self (by positivity)
    rw [e1, Real.log_one, sub_zero, add_zero, Complex.ofReal_zero, zero_add] at h
    rw [h]
    simp only [Complex.ofReal_mul, Complex.ofReal_add, Complex.ofReal_div,
      Complex.ofReal_one, Complex.ofReal_ofNat, Complex.ofReal_zero]
    ring

/-- For `a > 0`, `arctan(a/η)` tends to `π/2` as the broadening `η` tends to `0+`. -/
theorem tendsto_arctan_div {a : ℝ} (ha : 0 < a) :
    Tendsto (fun η : ℝ => Real.arctan (a / η)) (𝓝[>] 0) (𝓝 (Real.pi / 2)) := by
  have h0 : Tendsto (fun η : ℝ => η⁻¹) (𝓝[>] 0) atTop := tendsto_inv_nhdsGT_zero
  have h : Tendsto (fun η : ℝ => a / η) (𝓝[>] 0) atTop := by
    simpa only [div_eq_mul_inv] using h0.const_mul_atTop ha
  exact (Real.tendsto_arctan_atTop.mono_right nhdsWithin_le_nhds).comp h

/-- Retarded limit `η → 0+` of the flat-band Green's function at a real energy `ω` inside
the band. -/
theorem flatBandG_retarded {D ω : ℝ} (hω : |ω| < D) :
    Tendsto (fun η : ℝ => flatBandG D ((ω : ℂ) + η * I)) (𝓝[>] 0)
      (𝓝 (((1 / (2 * D) * Real.log ((D + ω) / (D - ω)) : ℝ) : ℂ)
        - ((Real.pi / (2 * D) : ℝ) : ℂ) * I)) := by
  obtain ⟨hl, hr⟩ := abs_lt.mp hω
  have hD : 0 < D := by linarith
  have q1 : (ω + D) ^ 2 + (0 : ℝ) ^ 2 ≠ 0 := by nlinarith [pow_pos (show 0 < ω + D by linarith) 2]
  have q2 : (ω - D) ^ 2 + (0 : ℝ) ^ 2 ≠ 0 := by
    have : 0 < (D - ω) ^ 2 := pow_pos (by linarith) 2
    nlinarith
  -- the logarithm is continuous at zero broadening
  have hc : ContinuousAt
      (fun η : ℝ => ((ω + D) ^ 2 + η ^ 2) / ((ω - D) ^ 2 + η ^ 2)) 0 :=
    ContinuousAt.div (by fun_prop) (by fun_prop) q2
  have hlog := ((hc.log (div_ne_zero q1 q2)).tendsto.const_mul (1 / (4 * D))).mono_left
    (nhdsWithin_le_nhds (s := Set.Ioi (0 : ℝ)))
  have e1 : 1 / (2 * D) * Real.log ((D + ω) / (D - ω)) = 1 / (4 * D) *
      Real.log (((ω + D) ^ 2 + (0 : ℝ) ^ 2) / ((ω - D) ^ 2 + (0 : ℝ) ^ 2)) := by
    have e : ((ω + D) ^ 2 + (0 : ℝ) ^ 2) / ((ω - D) ^ 2 + (0 : ℝ) ^ 2)
        = ((D + ω) / (D - ω)) ^ 2 := by
      rw [div_pow]
      congr 1 <;> ring
    rw [e, Real.log_pow]
    push_cast
    ring
  -- each band edge contributes a quarter turn
  have hat := ((tendsto_arctan_div (show 0 < D - ω by linarith)).add
    (tendsto_arctan_div (show 0 < D + ω by linarith))).const_mul (1 / (2 * D))
  have e2 : Real.pi / (2 * D) = 1 / (2 * D) * (Real.pi / 2 + Real.pi / 2) := by ring
  rw [e1, e2]
  refine (((Complex.continuous_ofReal.tendsto _).comp hlog).sub
    (((Complex.continuous_ofReal.tendsto _).comp hat).mul_const I)).congr' ?_
  filter_upwards [self_mem_nhdsWithin] with η hη
  have hη' : 0 < η := hη
  exact (flatBandG_closed_form hD ω hη'.ne').symm

/-- On the imaginary axis the flat-band Green's function tends to `-iπ/(2D)` as `w → 0+`
and to `+iπ/(2D)` as `w → 0-`. -/
theorem flatBandG_matsubara_limits {D : ℝ} (hD : 0 < D) :
    Tendsto (fun w : ℝ => flatBandG D ((w : ℂ) * I)) (𝓝[>] 0)
      (𝓝 (-(I * Real.pi / (2 * D)))) ∧
    Tendsto (fun w : ℝ => flatBandG D ((w : ℂ) * I)) (𝓝[<] 0)
      (𝓝 (I * Real.pi / (2 * D))) := by
  constructor
  · have e : -(I * Real.pi / (2 * D)) = -(I / D) * ((Real.pi / 2 : ℝ) : ℂ) := by
      push_cast
      ring
    rw [e]
    refine (((Complex.continuous_ofReal.tendsto _).comp
      (tendsto_arctan_div hD)).const_mul (-(I / D))).congr' ?_
    filter_upwards [self_mem_nhdsWithin] with w hw
    have hw' : 0 < w := hw
    exact (flatBandG_matsubara hD hw'.ne').2.symm
  · have h0 : Tendsto (fun w : ℝ => w⁻¹) (𝓝[<] 0) atBot := tendsto_inv_nhdsLT_zero
    have h : Tendsto (fun w : ℝ => D / w) (𝓝[<] 0) atBot := by
      simpa only [div_eq_mul_inv] using h0.const_mul_atBot hD
    have hat := (Real.tendsto_arctan_atBot.mono_right nhdsWithin_le_nhds).comp h
    have e : I * Real.pi / (2 * D) = -(I / D) * ((-(Real.pi / 2) : ℝ) : ℂ) := by
      push_cast
      ring
    rw [e]
    refine (((Complex.continuous_ofReal.tendsto _).comp hat).const_mul (-(I / D))).congr' ?_
    filter_upwards [self_mem_nhdsWithin] with w hw
    have hw' : w < 0 := hw
    exact (flatBandG_matsubara hD hw'.ne).2.symm

end

end FlatBandHilbertTransform
```

```lean
#print axioms FlatBandHilbertTransform.flat_density_normalized
-- 'FlatBandHilbertTransform.flat_density_normalized' depends on axioms: [propext, Classical.choice, Quot.sound]
#print axioms FlatBandHilbertTransform.flatBandG_retarded
-- 'FlatBandHilbertTransform.flatBandG_retarded' depends on axioms: [propext, Classical.choice, Quot.sound]
#print axioms FlatBandHilbertTransform.flatBandG_matsubara_limits
-- 'FlatBandHilbertTransform.flatBandG_matsubara_limits' depends on axioms: [propext, Classical.choice, Quot.sound]
```

## How the proof follows the integration

**The resolvent off the real axis.** `denominator_ne_zero` takes the imaginary part of ω + iη − x. That part is η, so the denominator cannot vanish. `continuous_resolvent` concludes that the resolvent is continuous in x, for any constant numerator `c`. It is used with numerator 1 for the integration and with 1/(2D) for integrability.

**The primitive.** The function P(x) is called `primitive`, and `hasDerivAt_primitive` differentiates it. Inside that proof, `h1` is the derivative of the logarithm and `h2` that of the arctangent. The identity `key` is the multiplication by −u − iη made above:

(−(x − ω) − iη)(ω + iη − x) = (x − ω)² + η².

Its proof uses only algebra and i² = −1. With it, the two real derivatives combine into the complex resolvent.

**The closed form.** In `flatBandG_closed_form`, `ftc` is the fundamental theorem of calculus applied to the primitive, and `e` takes the constant density out of the integral. The remaining rewrites split the logarithm of the quotient in the stated formula into a difference of two logarithms and use the oddness of arctan at the lower edge, after which the two sides agree by algebra.

**The imaginary axis.** The first half of `flatBandG_matsubara` obtains integrability from continuity on a closed, bounded interval. The second half sets ω = 0 in the closed form. There `e1` shows that the argument of the logarithm is one, and the final `ring` adds the two equal arctangents.

**The limits.** `tendsto_arctan_div` proves that arctan(a/η) → π/2 for a > 0 as η → 0+. In `flatBandG_retarded` it is applied once with a = D − ω and once with a = D + ω, and the results are added in `hat`. The real part is handled by `hlog`, which uses continuity of the logarithm at zero broadening; this requires ω to stay away from the edges, as does the arctangent lemma, which needs a > 0. The step `e1` in that proof recognises the limiting argument as a square.

`flatBandG_matsubara_limits` uses the same arctangent lemma for w → 0+. For w → 0− it first shows that D/w → −∞ and then applies the limit of arctan at −∞. In each limit of the Green's function `congr'` exchanges the explicit expression for the integral `flatBandG`, and `filter_upwards` restricts the exchange to nonzero values on the chosen side, where the closed form has been proved.
